# Branching-diagram path counts for two blocks of spins 1/2 combine by the triangle rule

Two groups of singly occupied orbitals carry $M$ and $N$ spins 1/2. Each group has been coupled separately to functions of definite spin. If the blocks are now coupled to each other, do we obtain as many functions of each total spin as by adding all $M+N$ spins one at a time?

In the branching diagram, each added spin raises or lowers the doubled total spin by one, never below zero. Let $f(N,m)$ be the number of such $N$-step paths from $0$ to $m$. By the usual rules of angular momentum, this is the number of independent spin functions with total spin $m/2$ and a fixed projection. That reading is physical input: the theorems concern the paths, and no spin operators or wavefunctions are constructed.

```lean
import Mathlib

open Finset

namespace SpinBlockCoupling
```

A path is a list of Booleans, latest step first, with an integer height.

```lean
/-- Height reached by a list of steps (latest step first): `true` is up, `false` is down. -/
def height : List Bool → ℤ
  | [] => 0
  | x :: s => height s + if x then 1 else -1
```

Admissibility is checked after every step.

```lean
/-- The path never goes below zero at any stage. -/
def StaysNonneg : List Bool → Prop
  | [] => True
  | x :: s => StaysNonneg s ∧ 0 ≤ height (x :: s)
```

The set of paths is built recursively by its last step.

```lean
/-- The paths of the branching diagram with `N` steps from zero to `m`, built step by step. -/
def paths : ℕ → ℕ → Finset (List Bool)
  | 0, 0 => {[]}
  | 0, _ + 1 => ∅
  | N + 1, 0 => (paths N 1).image (List.cons false)
  | N + 1, m + 1 =>
      (paths N m).image (List.cons true) ∪ (paths N (m + 2)).image (List.cons false)
```

Its cardinality `numPaths N m` is $f(N,m)$.

```lean
/-- The number `f(N,m)` of nonnegative `N`-step paths from zero to `m`. -/
def numPaths (N m : ℕ) : ℕ := (paths N m).card
```

For a sequence $g$, `lowered g` is $b\mapsto g(b-1)$, with the convention $g(-1)=0$.

```lean
/-- Shift of a sequence by one place, with zero put at the start. -/
def lowered (g : ℕ → ℕ) : ℕ → ℕ
  | 0 => 0
  | b + 1 => g b
```

Finally, $T(a,b,c)$, written `triangle a b c`, is 1 if spins $a/2$ and $b/2$ can couple to $c/2$, and 0 otherwise.

```lean
/-- The triangle rule for doubled spins `a`, `b`, `c`: one if the perimeter is even and no side
exceeds the sum of the other two, zero otherwise. -/
def triangle (a b c : ℕ) : ℕ :=
  if (a + b + c) % 2 = 0 ∧ a ≤ b + c ∧ b ≤ a + c ∧ c ≤ a + b then 1 else 0
```

## (a) The recursion finds every path

**Task.** Show that `paths N m` contains exactly the admissible lists of length $N$ ending at $m$.

**Solution.** Induct on $N$. Removing the last step leaves an admissible path ending at $m-1$ or $m+1$. Conversely, restoring that step is allowed because $m\ge0$. The code splits on the last step and on whether the earlier path is admissible.

```lean
/-- The set `paths N m` consists exactly of the step lists of length `N` that never go below
zero and end at height `m`. -/
theorem mem_paths (N m : ℕ) (s : List Bool) :
    s ∈ paths N m ↔ s.length = N ∧ StaysNonneg s ∧ height s = m := by
  induction N generalizing m s with
  | zero =>
    rcases m with _ | m <;> rcases s with _ | ⟨x, s⟩ <;>
      simp [paths, height, StaysNonneg]
    omega
  | succ N ih =>
    rcases s with _ | ⟨x, s⟩
    · rcases m with _ | m <;> simp [paths]
    · have hn : StaysNonneg s → 0 ≤ height s := by
        rcases s with _ | ⟨y, s⟩
        · intro _
          simp [height]
        · exact fun h => h.2
      by_cases hs : StaysNonneg s
      · have h0 := hn hs
        rcases m with _ | m <;> cases x <;> simp [paths] <;>
          simp [ih, height, StaysNonneg, hs] <;> omega
      · rcases m with _ | m <;> cases x <;> simp [paths, ih, StaysNonneg, hs]
```

## (b) The branching rule

**Task.** Show that $f(N+1,m)=f(N,m+1)+f(N,m-1)$, with $f(N,-1)=0$.

**Solution.** Sort paths by their last step. The two classes are disjoint, and prefixing a fixed step is injective, so the cardinalities add.

```lean
/-- Branching rule: the number of `N + 1`-step paths to `m` is the number of `N`-step paths to `m +
1` plus, if `m` is positive, the number of `N`-step paths to `m - 1`. -/
theorem numPaths_succ (N m : ℕ) :
    numPaths (N + 1) m = numPaths N (m + 1) + lowered (numPaths N) m := by
  rcases m with _ | m
  · simp only [numPaths, paths, lowered, add_zero]
    exact Finset.card_image_of_injective _ List.cons_injective
  · have hd : Disjoint ((paths N m).image (List.cons true))
        ((paths N (m + 2)).image (List.cons false)) := by
      refine Finset.disjoint_left.2 fun s h1 h2 => ?_
      obtain ⟨a, _, rfl⟩ := Finset.mem_image.1 h1
      obtain ⟨b, _, h⟩ := Finset.mem_image.1 h2
      simp at h
    simp only [numPaths, paths, lowered]
    rw [Finset.card_union_of_disjoint hd,
      Finset.card_image_of_injective _ List.cons_injective,
      Finset.card_image_of_injective _ List.cons_injective, add_comm]
```

## (c) The highest spin

**Task.** Show that $f(N,m)=0$ for $m>N$.

**Solution.** This holds for $N=0$. If $m>N+1$, both $m+1$ and $m-1$ exceed $N$, so both terms in (b) vanish.

```lean
/-- No path of `N` steps ends above height `N`. -/
theorem numPaths_eq_zero (N m : ℕ) (h : N < m) : numPaths N m = 0 := by
  induction N generalizing m with
  | zero =>
    rcases m with _ | m
    · omega
    · simp [numPaths, paths]
  | succ N ih =>
    rcases m with _ | m
    · omega
    · rw [numPaths_succ, ih _ (by omega)]
      simp only [lowered]
      rw [ih _ (by omega)]
```

## (d) Moving a step onto the weights

**Task.** For any $g$ on the naturals, show
$$\sum_{b=0}^{N+1}f(N+1,b)\,g(b)=\sum_{b=0}^{N}f(N,b)\,[g(b+1)+g(b-1)].$$

**Solution.** Insert (b) and shift the index in each sum. The term $f(N,b+1)g(b)$ becomes $f(N,b)g(b-1)$, and $f(N,b-1)g(b)$ becomes $f(N,b)g(b+1)$. The surplus end terms vanish by (c) or by the convention at $-1$.

```lean
/-- A weighted sum over the end points of `N + 1` steps equals the sum over the end points of
`N` steps in which each weight is replaced by those of its neighbours above and below. -/
theorem sum_step (N : ℕ) (g : ℕ → ℕ) :
    ∑ b ∈ range (N + 1 + 1), numPaths (N + 1) b * g b =
      ∑ b ∈ range (N + 1), numPaths N b * (g (b + 1) + lowered g b) := by
  -- downward steps: shift the summation index and drop the vanishing end terms
  have h1 : ∑ b ∈ range (N + 1 + 1 + 1), numPaths N b * lowered g b =
      ∑ b ∈ range (N + 1 + 1), numPaths N (b + 1) * g b := by
    rw [Finset.sum_range_succ']
    simp [lowered]
  have h2 : ∑ b ∈ range (N + 1 + 1 + 1), numPaths N b * lowered g b =
      ∑ b ∈ range (N + 1), numPaths N b * lowered g b := by
    rw [Finset.sum_range_succ, Finset.sum_range_succ,
      numPaths_eq_zero N (N + 1 + 1) (by omega), numPaths_eq_zero N (N + 1) (by omega)]
    simp
  -- upward steps
  have h3 : ∑ b ∈ range (N + 1 + 1), lowered (numPaths N) b * g b =
      ∑ b ∈ range (N + 1), numPaths N b * g (b + 1) := by
    rw [Finset.sum_range_succ']
    simp [lowered]
  simp only [numPaths_succ, add_mul, mul_add, Finset.sum_add_distrib]
  rw [← h1, h2, h3, add_comm]
```

## (e) Recoupling one spin 1/2

**Task.** Setting $T=0$ for a negative argument, show
$$T(a,b,c+1)+T(a,b,c-1)=T(a,b+1,c)+T(a,b-1,c).$$

**Solution.** All terms vanish if $a+b+c$ is even. Otherwise $x=b+c-a$, $y=a+c-b$ and $z=a+b-c$ are odd, with nonnegative pairwise sums. In order, the four terms equal 1 when

- $x\ge-1,\ y\ge-1,\ z\ge1$;
- $x\ge1,\ y\ge1,\ z\ge-1$;
- $x\ge-1,\ y\ge1,\ z\ge-1$;
- $x\ge1,\ y\ge-1,\ z\ge1$.

If all three numbers are positive, both sides are 2. If one is $-1$, the others are positive and both sides are 1. If one is below $-1$, both sides are 0. Lean leaves these cases to `split_ifs` and `omega`.

```lean
/-- The values of `triangle` at `c + 1` and `c - 1` (with `a`, `b` fixed) have the same sum as those
at `b + 1` and `b - 1` (with `a`, `c` fixed); a term with a negative argument is zero. -/
theorem triangle_recoupling (a b c : ℕ) :
    triangle a b (c + 1) + lowered (triangle a b) c =
      triangle a (b + 1) c + lowered (fun b => triangle a b c) b := by
  rcases b with _ | b <;> rcases c with _ | c <;> simp only [lowered, triangle] <;>
    split_ifs <;> omega
```

## (f) Growing the second block

**Task.** Show that $f(M+N,c)=\sum_{a=0}^{M}\sum_{b=0}^{N}f(M,a)f(N,b)T(a,b,c)$.

**Solution.** Induct on $N$. For $N=0$, $T(a,0,c)=\delta_{ac}$ leaves $f(M,c)$, using (c) if $c>M$. For the next spin,
$$\begin{aligned}
f(M+N+1,c)&=\sum_{a,b}f(M,a)f(N,b)[T(a,b,c+1)+T(a,b,c-1)]\\
&=\sum_{a,b}f(M,a)f(N,b)[T(a,b+1,c)+T(a,b-1,c)]\\
&=\sum_{a,b}f(M,a)f(N+1,b)T(a,b,c),
\end{aligned}$$
by (b) with the induction hypothesis, then (e), then (d).

```lean
/-- The number of `M + N`-step paths to `c` is the sum of `f(M,a) f(N,b)` over `a ≤ M` and `b ≤ N`,
weighted by `triangle a b c`. -/
theorem numPaths_add_nested (M N c : ℕ) :
    numPaths (M + N) c = ∑ a ∈ range (M + 1), numPaths M a *
      ∑ b ∈ range (N + 1), numPaths N b * triangle a b c := by
  induction N generalizing c with
  | zero =>
    have h0 : numPaths 0 0 = 1 := by simp [numPaths, paths]
    have ht : ∀ a, triangle a 0 c = if c = a then 1 else 0 := by
      intro a
      unfold triangle
      split_ifs <;> omega
    simp only [zero_add, add_zero, Finset.sum_range_one, h0, ht, mul_ite, mul_one,
      mul_zero, Finset.sum_ite_eq, Finset.mem_range]
    split_ifs with h
    · rfl
    · exact numPaths_eq_zero M c (by omega)
  | succ N ih =>
    have h : ∀ a, ∑ b ∈ range (N + 1 + 1), numPaths (N + 1) b * triangle a b c =
        ∑ b ∈ range (N + 1), numPaths N b *
          (triangle a (b + 1) c + lowered (fun b => triangle a b c) b) :=
      fun a => sum_step N (fun b => triangle a b c)
    have hl : lowered (numPaths (M + N)) c = ∑ a ∈ range (M + 1), numPaths M a *
        ∑ b ∈ range (N + 1), numPaths N b * lowered (triangle a b) c := by
      rcases c with _ | c
      · simp [lowered]
      · simp only [lowered]
        exact ih c
    show numPaths (M + N + 1) c = _
    rw [numPaths_succ, ih (c + 1), hl, ← Finset.sum_add_distrib]
    refine Finset.sum_congr rfl fun a _ => ?_
    rw [h a, ← mul_add, ← Finset.sum_add_distrib]
    congr 1
    refine Finset.sum_congr rfl fun b _ => ?_
    rw [← mul_add, triangle_recoupling]
```

## (g) The coupling rule

**Task.** Write (f) as a sum of $f(M,a)f(N,b)$ over pairs with $a+b+c$ even and $|a-b|\le c\le a+b$.

**Solution.** These conditions are exactly $T(a,b,c)=1$. The ranges $a\le M$, $b\le N$ suffice by (c).

For $N=1$, only $b=1$ contributes, which recovers the branching rule. For $M=N=2$, $f(2,0)=f(2,2)=1$. The pairs $(0,2),(2,0),(2,2)$ give $f(4,2)=3$: four spins have three independent triplets at fixed projection.

This answers the opening question: for a fixed set of singly occupied orbitals, coupling the two blocks gives as many functions of each total spin as adding the spins one at a time, provided that all functions of both blocks, of every block spin, are retained.

```lean
/-- The path count `f(M+N,c)` is the sum of `f(M,a) f(N,b)` over all `a ≤ M` and `b ≤ N` with `a + b
+ c` even and `|a - b| ≤ c ≤ a + b`. -/
theorem numPaths_add (M N c : ℕ) :
    numPaths (M + N) c =
      ∑ p ∈ (range (M + 1) ×ˢ range (N + 1)).filter (fun p : ℕ × ℕ =>
        Even (p.1 + p.2 + c) ∧ |(p.1 : ℤ) - (p.2 : ℤ)| ≤ (c : ℤ) ∧ c ≤ p.1 + p.2),
        numPaths M p.1 * numPaths N p.2 := by
  rw [Finset.sum_filter, Finset.sum_product, numPaths_add_nested]
  refine Finset.sum_congr rfl fun a _ => ?_
  rw [Finset.mul_sum]
  refine Finset.sum_congr rfl fun b _ => ?_
  have hiff : (Even (a + b + c) ∧ |(a : ℤ) - (b : ℤ)| ≤ (c : ℤ) ∧ c ≤ a + b) ↔
      ((a + b + c) % 2 = 0 ∧ a ≤ b + c ∧ b ≤ a + c ∧ c ≤ a + b) := by
    rw [Nat.even_iff, abs_le]
    omega
  simp only [hiff, triangle]
  split_ifs <;> simp
```

## (h) Singlets

**Task.** Find $f(M+N,0)$.

**Solution.** Since $T(a,b,0)=\delta_{ab}$, it is $\sum_{a=0}^{M}f(M,a)f(N,a)$. For two blocks of two spins each, $M=N=2$, this gives $1+1=2$.

```lean
/-- The number of `M + N`-step paths ending at zero is the sum of `f(M,a) f(N,a)` over `a ≤ M`. -/
theorem numPaths_add_singlet (M N : ℕ) :
    numPaths (M + N) 0 = ∑ a ∈ range (M + 1), numPaths M a * numPaths N a := by
  rw [numPaths_add_nested]
  refine Finset.sum_congr rfl fun a _ => ?_
  have ht : ∀ b, triangle a b 0 = if a = b then 1 else 0 := by
    intro b
    unfold triangle
    split_ifs <;> omega
  simp only [ht, mul_ite, mul_one, mul_zero, Finset.sum_ite_eq, Finset.mem_range]
  split_ifs with h
  · rfl
  · rw [numPaths_eq_zero N a (by omega), mul_zero]
```

## (i) The full dimension

**Task.** Show that $\sum_{m=0}^{N}(m+1)f(N,m)=2^N$.

**Solution.** Here $m+1$ is the number of projections of a spin $m/2$, and $2^N$ is the dimension of the spin space of $N$ spins 1/2. Take $g(m)=m+1$ in (d). Then $g(m+1)+g(m-1)=2(m+1)$, also at $m=0$, so each added spin doubles the sum, which starts at 1. For four spins, $1\cdot2+3\cdot3+5\cdot1=16$.

```lean
/-- The path counts, each weighted by the multiplicity `m + 1`, add up to `2 ^ N`. -/
theorem sum_multiplicity (N : ℕ) :
    ∑ m ∈ range (N + 1), numPaths N m * (m + 1) = 2 ^ N := by
  induction N with
  | zero => simp [numPaths, paths]
  | succ N ih =>
    refine (sum_step N (fun m => m + 1)).trans ?_
    rw [pow_succ, ← ih, Finset.sum_mul]
    refine Finset.sum_congr rfl fun b _ => ?_
    rcases b with _ | b <;> simp only [lowered] <;> ring

end SpinBlockCoupling
```

```lean
#print axioms SpinBlockCoupling.triangle_recoupling
-- 'SpinBlockCoupling.triangle_recoupling' depends on axioms: [propext, Classical.choice, Quot.sound]
#print axioms SpinBlockCoupling.numPaths_add
-- 'SpinBlockCoupling.numPaths_add' depends on axioms: [propext, Classical.choice, Quot.sound]
#print axioms SpinBlockCoupling.numPaths_add_singlet
-- 'SpinBlockCoupling.numPaths_add_singlet' depends on axioms: [propext, Classical.choice, Quot.sound]
#print axioms SpinBlockCoupling.sum_multiplicity
-- 'SpinBlockCoupling.sum_multiplicity' depends on axioms: [propext, Classical.choice, Quot.sound]
```
